# Nonnegative, nonzero linear ionic screening makes a periodic grid Poisson equation uniquely solvable for any net charge

The Poisson operator of a periodic simulation cell is represented here by a real matrix $L$ on a finite periodic grid, and no particular discretisation is prescribed. Three properties of $L$ are assumed: it is symmetric, its quadratic form is nonnegative, and it annihilates the constant potentials and nothing else. A one-dimensional finite-volume operator whose permittivity varies but is positive everywhere is shown at the end to have all three.

The ions enter through a linear, local response. At grid point $i$ the potential $\varphi_i$ induces the ionic charge $-k_i\varphi_i$, as in linearised Poisson–Boltzmann theory. With $K=\operatorname{diag}(k)$, the equations without and with ions are

$$L\varphi=\rho,\qquad (L+K)\varphi=\rho .$$

Here $\rho$ is the charge of the solute or electrode, with unit factors such as $4\pi$ and the grid volume absorbed. The first equation has a solution exactly when $\sum_i\rho_i=0$. If every $k_i\ge0$ and at least one is positive, the second has exactly one solution for every $\rho$. Within this model, the electrostatic problem of a charged slab in an implicit electrolyte can therefore be solved in a periodic cell without a uniform compensating background.

```lean
import Mathlib

open Matrix

namespace PeriodicSlabScreening

noncomputable section

variable {n : Type*} [Fintype n]
```

The index type `n` labels the grid points, and a potential or charge density is a function `n → ℝ`. The matrix–vector product is written `*ᵥ` and the scalar product `⬝ᵥ`.

## Three properties of the Poisson operator

The structure `IsPeriodicPoisson L` records the assumptions:

$$L^{T}=L,\qquad x\cdot Lx\ge 0\ \text{ for all }x,\qquad Lx=0\iff x\ \text{is constant}.$$

Up to a constant factor, $x\cdot Lx$ is the electrostatic energy stored in the dielectric by the potential $x$; it is called the field energy below. The kernel condition has two physical parts. Constants lie in the kernel because no electrode or boundary value pins the potential. For nothing else to lie there, the dielectric must connect the whole grid: if it fell into two uncoupled regions, each could carry its own constant.

```lean
/-- A grid Poisson operator with periodic boundaries: symmetric, with nonnegative field energy,
and annihilating exactly the constant potentials. -/
structure IsPeriodicPoisson (L : Matrix n n ℝ) : Prop where
  symm : Lᵀ = L
  nonneg : ∀ x : n → ℝ, 0 ≤ x ⬝ᵥ L *ᵥ x
  ker : ∀ x : n → ℝ, L *ᵥ x = 0 ↔ ∃ c : ℝ, x = fun _ => c
```

## Without ions, the cell must be neutral

Let $\mathbf 1$ be the constant potential with value one. If $L\varphi=\rho$, then symmetry gives

$$\sum_i\rho_i=\mathbf 1\cdot L\varphi=(L\mathbf 1)\cdot\varphi=0 .$$

In the proof, `h1` is the statement $L\mathbf 1=0$, and `h2` moves $L$ from $\varphi$ onto $\mathbf 1$.

```lean
variable {L : Matrix n n ℝ} {k : n → ℝ}

/-- Neutrality: if a potential solves the periodic Poisson equation `L φ = ρ`, the total charge
vanishes. -/
theorem total_charge_eq_zero (hL : IsPeriodicPoisson L) {φ ρ : n → ℝ} (h : L *ᵥ φ = ρ) :
    ∑ i, ρ i = 0 := by
  have h1 : L *ᵥ (fun _ => (1 : ℝ)) = 0 := (hL.ker _).mpr ⟨1, rfl⟩
  -- move the symmetric operator onto the constant vector
  have h2 : (fun _ => (1 : ℝ)) ⬝ᵥ L *ᵥ φ = 0 := by
    rw [Matrix.dotProduct_mulVec, ← Matrix.mulVec_transpose, hL.symm, h1, zero_dotProduct]
  rw [h] at h2
  simpa [dotProduct] using h2
```

The potential is fixed only up to its zero. Since $L\psi=L\varphi$ is the same as $L(\psi-\varphi)=0$, the kernel condition says that this happens exactly when $\psi_i=\varphi_i+c$ for one constant $c$. The rewriting at the start of the proof is this subtraction; the two remaining cases translate between "the difference is constant" and the pointwise formula.

```lean
/-- Two potentials belong to the same charge density under the periodic Poisson operator exactly
when they differ by a constant. -/
theorem same_charge_iff (hL : IsPeriodicPoisson L) (φ ψ : n → ℝ) :
    L *ᵥ ψ = L *ᵥ φ ↔ ∃ c : ℝ, ∀ i, ψ i = φ i + c := by
  rw [← sub_eq_zero, ← Matrix.mulVec_sub, hL.ker]
  constructor
  · rintro ⟨c, hc⟩
    refine ⟨c, fun i => ?_⟩
    have := congrFun hc i
    simp only [Pi.sub_apply] at this
    linarith
  · rintro ⟨c, hc⟩
    refine ⟨c, funext fun i => ?_⟩
    simp only [Pi.sub_apply, hc i]
    ring
```

## Zero field energy means zero charge

Positive definiteness of the screened operator will need the following fact: if $x\cdot Lx=0$, then $Lx=0$. Write $r=Lx$, $a=r\cdot r$ and $b=r\cdot Lr\ge 0$. By symmetry $x\cdot Lr=r\cdot r=a$. Now vary the potential along its own charge density and take $y=(b+1)x-a\,r$. Its field energy is

$$y\cdot Ly=(b+1)^2\cdot 0-2(b+1)a\cdot a+a^2b=-a^2(b+2).$$

This must be nonnegative, while $b+2>0$, so $a=0$ and therefore $r=0$.

In Lean, `hs` is the identity $x\cdot Lr=a$, and `h` is the nonnegativity of $y\cdot Ly$, expanded by `simp only`. The call to `nlinarith` extracts $a^2\le 0$ from it, using $a^2b\ge 0$.

```lean
/-- For a periodic Poisson operator `L`, a potential `x` with zero field energy carries no charge:
`L x = 0`. -/
theorem charge_eq_zero_of_energy_eq_zero (hL : IsPeriodicPoisson L) {x : n → ℝ}
    (hx : x ⬝ᵥ L *ᵥ x = 0) : L *ᵥ x = 0 := by
  have hs : x ⬝ᵥ L *ᵥ (L *ᵥ x) = (L *ᵥ x) ⬝ᵥ (L *ᵥ x) := by
    rw [Matrix.dotProduct_mulVec, ← Matrix.mulVec_transpose, hL.symm]
  have hb := hL.nonneg (L *ᵥ x)
  -- vary the potential along its own charge density
  have h := hL.nonneg (((L *ᵥ x) ⬝ᵥ L *ᵥ (L *ᵥ x) + 1) • x
    + (-((L *ᵥ x) ⬝ᵥ (L *ᵥ x))) • (L *ᵥ x))
  simp only [Matrix.mulVec_add, Matrix.mulVec_smul, add_dotProduct, dotProduct_add,
    smul_dotProduct, dotProduct_smul, smul_eq_mul, hx, hs] at h
  generalize (L *ᵥ x) ⬝ᵥ L *ᵥ (L *ᵥ x) = b at h hb
  have ha : ((L *ᵥ x) ⬝ᵥ (L *ᵥ x)) ^ 2 ≤ 0 := by
    nlinarith [mul_nonneg (sq_nonneg ((L *ᵥ x) ⬝ᵥ (L *ᵥ x))) hb]
  have h0 : (L *ᵥ x) ⬝ᵥ (L *ᵥ x) = 0 :=
    pow_eq_zero_iff (two_ne_zero) |>.mp (le_antisymm ha (sq_nonneg _))
  exact dotProduct_self_eq_zero.mp h0
```

## Ions make the operator positive definite

The screened operator is $L+K$, with `k i` as the diagonal entry at grid point $i$.

```lean
variable [DecidableEq n]

/-- The screened operator `L + K`, where the diagonal matrix `K` holds the local ionic
response `k i` at each grid point. -/
def screened (L : Matrix n n ℝ) (k : n → ℝ) : Matrix n n ℝ := L + diagonal k
```

Two conditions are placed on $k$. The first, $k_i\ge 0$, says that mobile ions respond against the local potential and so screen it. The second, $k\neq 0$, says that they respond at one grid point at least. The response may vanish elsewhere, for instance inside a cavity from which ions are excluded.

For any $x$,

$$x\cdot(L+K)x=x\cdot Lx+\sum_i k_i x_i^2 ,$$

and both terms are nonnegative. Suppose that the total is not positive. Then both terms vanish. By the previous result $Lx=0$, so $x$ is a constant $c$. Choose a point $j$ with $k_j\neq0$. Every term of the vanishing sum is zero, in particular $k_jc^2=0$, so $c=0$ and $x=0$. Every nonzero $x$ therefore has positive screened energy.

Mathlib's `PosDef` asks for a Hermitian matrix as well as a positive form, which for real entries means a symmetric one; the first bullet of the proof settles that. In the second, `hE` is the energy decomposition, and the argument by contradiction runs as above.

```lean
/-- If `L` is a periodic Poisson operator, an ionic response `k` that is nowhere negative and not
identically zero makes the screened operator `L + K` positive definite. -/
theorem screened_posDef (hL : IsPeriodicPoisson L) (hk : ∀ i, 0 ≤ k i) (hk0 : k ≠ 0) :
    (screened L k).PosDef := by
  rw [Matrix.posDef_iff_dotProduct_mulVec]
  refine ⟨?_, ?_⟩
  · change (L + diagonal k)ᴴ = L + diagonal k
    rw [Matrix.conjTranspose_eq_transpose_of_trivial, Matrix.transpose_add, hL.symm,
      Matrix.diagonal_transpose]
  · intro x hx
    rw [star_trivial]
    have hE : x ⬝ᵥ screened L k *ᵥ x = x ⬝ᵥ L *ᵥ x + ∑ i, k i * x i ^ 2 := by
      rw [screened, Matrix.add_mulVec, dotProduct_add]
      congr 1
      simp only [dotProduct, Matrix.mulVec_diagonal]
      exact Finset.sum_congr rfl fun i _ => by ring
    have hterm : ∀ i ∈ Finset.univ, 0 ≤ k i * x i ^ 2 :=
      fun i _ => mul_nonneg (hk i) (sq_nonneg _)
    have hsum := Finset.sum_nonneg hterm
    have hn := hL.nonneg x
    by_contra hneg
    rw [hE] at hneg
    -- both energies vanish, so the potential is constant and zero where ions respond
    obtain ⟨c, rfl⟩ := (hL.ker x).mp (charge_eq_zero_of_energy_eq_zero hL (by linarith))
    obtain ⟨j, hj⟩ := Function.ne_iff.mp hk0
    have hz := (Finset.sum_eq_zero_iff_of_nonneg hterm).mp (by linarith) j (Finset.mem_univ j)
    have hc : c = 0 := by
      rcases mul_eq_zero.mp hz with h | h
      · exact absurd h hj
      · exact pow_eq_zero_iff (two_ne_zero) |>.mp h
    exact hx (funext fun _ => hc)
```

## One potential for every charge, and a sum rule

If $(L+K)x=(L+K)y$ with $x\neq y$, then $x-y$ would be a nonzero potential with zero screened energy, contradicting positive definiteness. The map is therefore injective, and an injective linear map from a finite-dimensional space to itself is surjective. Every $\rho$, neutral or not, thus has exactly one screened potential.

Summing the equation over the grid, and using $\sum_i(L\varphi)_i=0$, gives

$$\sum_i k_i\varphi_i=\sum_i\rho_i .$$

The total ionic charge is $-\sum_i k_i\varphi_i$, so the ions compensate the net charge exactly. The same relation fixes the zero of the potential, which $L$ alone left open.

The theorem states existence, uniqueness and the sum rule for one and the same $\varphi$. In its proof, `hinj` is injectivity, `LinearMap.injective_iff_surjective` supplies the solution, and `h0` is the neutrality theorem applied to the charge density $L\varphi$.

```lean
/-- For a periodic Poisson operator `L` and an ionic response `k` that is nowhere negative and not
identically zero, every charge density `ρ` has exactly one screened potential `φ`, and the sum of
`k φ` equals the total of `ρ`. -/
theorem screened_solution (hL : IsPeriodicPoisson L) (hk : ∀ i, 0 ≤ k i) (hk0 : k ≠ 0)
    (ρ : n → ℝ) :
    ∃ φ : n → ℝ, screened L k *ᵥ φ = ρ ∧ (∀ ψ, screened L k *ᵥ ψ = ρ → ψ = φ) ∧
      ∑ i, k i * φ i = ∑ i, ρ i := by
  have hpos := (Matrix.posDef_iff_dotProduct_mulVec.mp (screened_posDef hL hk hk0)).2
  have hinj : Function.Injective (screened L k).mulVecLin := by
    intro x y hxy
    simp only [Matrix.mulVecLin_apply] at hxy
    by_contra hne
    have h := hpos (sub_ne_zero.mpr hne)
    rw [Matrix.mulVec_sub, hxy, sub_self, dotProduct_zero] at h
    exact lt_irrefl _ h
  -- in finite dimension uniqueness gives existence
  obtain ⟨φ, hφ⟩ := LinearMap.injective_iff_surjective.mp hinj ρ
  refine ⟨φ, hφ, fun ψ hψ => hinj (hψ.trans hφ.symm), ?_⟩
  have h0 := total_charge_eq_zero hL (φ := φ) rfl
  rw [← hφ]
  simp only [Matrix.mulVecLin_apply, screened, Matrix.add_mulVec, Pi.add_apply,
    Matrix.mulVec_diagonal, Finset.sum_add_distrib, h0, zero_add]
```

## Neutrality is also sufficient without ions

The screened problem also settles the converse for the bare Poisson equation. Let $\sum_i\rho_i=0$, pick a grid point $a$, and let ions respond only there: $k_a=1$ and $k_i=0$ for $i\neq a$. The screened equation has a solution $\varphi$, and the sum rule reads

$$\varphi_a=\sum_i\rho_i=0 .$$

Hence $K\varphi=0$, and $\varphi$ solves $L\varphi=\rho$. The auxiliary ion site has done no more than select the solution that vanishes at $a$.

The proof follows this line, with `ha` for $\varphi_a=0$ and `hd` for $K\varphi=0$. An empty grid, which the type `n` permits, is treated separately.

```lean
/-- The periodic Poisson equation without ions has a solution exactly when the total charge
vanishes. -/
theorem poisson_solvable_iff (hL : IsPeriodicPoisson L) (ρ : n → ℝ) :
    (∃ φ : n → ℝ, L *ᵥ φ = ρ) ↔ ∑ i, ρ i = 0 := by
  refine ⟨fun ⟨φ, h⟩ => total_charge_eq_zero hL h, fun hρ => ?_⟩
  rcases isEmpty_or_nonempty n with he | ⟨⟨a⟩⟩
  · exact ⟨0, Subsingleton.elim _ _⟩
  -- screen a single grid point: the sum rule makes the potential vanish there
  obtain ⟨φ, hφ, -, hs⟩ := screened_solution (k := fun i => if i = a then 1 else 0) hL
    (fun i => by split_ifs <;> norm_num)
    (fun h => by simpa using congrFun h a) ρ
  have ha : φ a = 0 := by simpa [hρ] using hs
  have hd : diagonal (fun i => if i = a then (1 : ℝ) else 0) *ᵥ φ = 0 := by
    funext i
    rw [Matrix.mulVec_diagonal]
    by_cases h : i = a
    · simp [h, ha]
    · simp [h]
  rw [screened, Matrix.add_mulVec, hd, add_zero] at hφ
  exact ⟨φ, hφ⟩
```

## A ring with variable permittivity

Consider $N\ge1$ points along the surface normal $z$, closed into a ring at unit spacing. The bond from $i$ to $i+1$ has permittivity $\varepsilon_i$. The operator $-\frac{d}{dz}\varepsilon\frac{d}{dz}$ becomes

$$L_{ij}=(\varepsilon_i+\varepsilon_{i-1})\,\delta_{j,i}-\varepsilon_i\,\delta_{j,i+1}-\varepsilon_{i-1}\,\delta_{j,i-1}.$$

The indices live in `ZMod N`, so the addition is periodic. On rings of one or two points some of the neighbours coincide, and their contributions simply add.

```lean
/-- The finite-volume operator `-d/dz (ε d/dz)` at unit spacing on a ring of `N ≥ 1` points, with
permittivity `ε i` on the bond from `i` to `i + 1`. -/
def slabOperator {N : ℕ} (ε : ZMod N → ℝ) : Matrix (ZMod N) (ZMod N) ℝ :=
  Matrix.of fun i j => (if j = i then ε i + ε (i - 1) else 0)
    - (if j = i + 1 then ε i else 0) - (if j = i - 1 then ε (i - 1) else 0)
```

Applied to a potential, the matrix gives the net dielectric flux out of point $i$ through its two bonds:

$$(Lx)_i=\varepsilon_i(x_i-x_{i+1})+\varepsilon_{i-1}(x_i-x_{i-1}).$$

```lean
/-- The slab operator gives at each point the net dielectric flux out of that point through its two
bonds. -/
theorem slabOperator_mulVec {N : ℕ} [NeZero N] (ε x : ZMod N → ℝ) (i : ZMod N) :
    (slabOperator ε *ᵥ x) i = ε i * (x i - x (i + 1)) + ε (i - 1) * (x i - x (i - 1)) := by
  simp only [slabOperator, Matrix.mulVec, dotProduct, Matrix.of_apply, sub_mul, ite_mul,
    zero_mul, Finset.sum_sub_distrib, Finset.sum_ite_eq', Finset.mem_univ, if_true]
  ring
```

Multiply by $x_i$ and sum. On a ring the second term may be shifted by one site, which turns it into $\sum_i x_{i+1}\varepsilon_i(x_{i+1}-x_i)$. Combined with the first term, this is

$$x\cdot Lx=\sum_i\varepsilon_i\,(x_{i+1}-x_i)^2 .$$

The statement `shift` is this relabelling, and the last line compares the two sides bond by bond.

```lean
/-- The field energy of the slab is the sum over bonds of permittivity times squared potential
difference. -/
theorem slabOperator_energy {N : ℕ} [NeZero N] (ε x : ZMod N → ℝ) :
    x ⬝ᵥ slabOperator ε *ᵥ x = ∑ i, ε i * (x (i + 1) - x i) ^ 2 := by
  -- summation by parts on the ring
  have shift := Equiv.sum_comp (Equiv.addRight (1 : ZMod N))
    (fun i => x i * (ε (i - 1) * (x i - x (i - 1))))
  simp only [Equiv.coe_addRight, add_sub_cancel_right] at shift
  simp only [dotProduct, slabOperator_mulVec, mul_add, Finset.sum_add_distrib]
  rw [← shift, ← Finset.sum_add_distrib]
  exact Finset.sum_congr rfl fun i _ => by ring
```

Let every $\varepsilon_i$ be positive; the values may otherwise vary freely, as they do across a smooth dielectric cavity. Symmetry holds because a bond contributes equally to both of its off-diagonal entries. Nonnegativity is visible in the sum of squares. If $Lx=0$, the energy vanishes, so each term does, and $x_{i+1}=x_i$ on every bond. Walking around the ring from the origin gives $x_i=x_0$ throughout. Conversely, a constant potential drives no flux.

In the proof, `hop` matches the two off-diagonal entries of a bond, `hstep` is the equality across one bond, and `hall` is the walk, by induction on the number of steps.

```lean
/-- The slab operator with positive permittivity on every bond is a periodic Poisson operator. -/
theorem slabOperator_witness {N : ℕ} [NeZero N] (ε : ZMod N → ℝ) (hε : ∀ i, 0 < ε i) :
    IsPeriodicPoisson (slabOperator ε) := by
  have hterm : ∀ x : ZMod N → ℝ, ∀ i ∈ Finset.univ, 0 ≤ ε i * (x (i + 1) - x i) ^ 2 :=
    fun x i _ => mul_nonneg (hε i).le (sq_nonneg _)
  refine ⟨?_, fun x => ?_, fun x => ⟨fun h => ?_, ?_⟩⟩
  · have hop : ∀ i j : ZMod N,
        (if j = i + 1 then ε i else 0) = if i = j - 1 then ε (j - 1) else 0 := by
      intro i j
      by_cases h : j = i + 1
      · subst h
        simp
      · have h' : i ≠ j - 1 := fun e => h (by linear_combination -e)
        rw [if_neg h, if_neg h']
    ext i j
    simp only [Matrix.transpose_apply, slabOperator, Matrix.of_apply]
    rw [hop i j, hop j i]
    by_cases h : i = j
    · subst h
      ring
    · rw [if_neg h, if_neg (Ne.symm h)]
      ring
  · rw [slabOperator_energy]
    exact Finset.sum_nonneg (hterm x)
  · have hE := slabOperator_energy ε x
    rw [h, dotProduct_zero] at hE
    have hstep : ∀ i, x (i + 1) = x i := fun i => by
      have hi := (Finset.sum_eq_zero_iff_of_nonneg (hterm x)).mp hE.symm i (Finset.mem_univ i)
      have h2 := (mul_eq_zero.mp hi).resolve_left (hε i).ne'
      exact sub_eq_zero.mp (pow_eq_zero_iff (two_ne_zero) |>.mp h2)
    -- walk around the ring from the origin
    have hall : ∀ m : ℕ, x (m : ZMod N) = x 0 := by
      intro m
      induction m with
      | zero => rw [Nat.cast_zero]
      | succ m ih => rw [Nat.cast_succ, hstep, ih]
    refine ⟨x 0, funext fun i => ?_⟩
    have hi := hall i.val
    rwa [ZMod.natCast_zmod_val] at hi
  · rintro ⟨c, rfl⟩
    funext i
    rw [slabOperator_mulVec]
    simp

end

end PeriodicSlabScreening
```

All the preceding theorems therefore apply to this slab. They concern a fixed finite grid and a response linear in $\varphi$; the nonlinear Poisson–Boltzmann equation and the limit of vanishing grid spacing need other arguments.

```lean
#print axioms PeriodicSlabScreening.same_charge_iff
-- 'PeriodicSlabScreening.same_charge_iff' depends on axioms: [propext, Classical.choice, Quot.sound]
#print axioms PeriodicSlabScreening.poisson_solvable_iff
-- 'PeriodicSlabScreening.poisson_solvable_iff' depends on axioms: [propext, Classical.choice, Quot.sound]
```
